# A polynomial of degree at most d bounded by one on the unit circle has a complementary polynomial of degree at most d

## The second amplitude

One way to compute the rotation angles of a generalised quantum signal processing circuit begins by giving the chosen polynomial \(P\) a partner \(Q\). In a qubitised simulation of a molecular Hamiltonian, \(P(z)\) may approximate time evolution or a spectral filter, multiplied by a fixed power of \(z\), where \(z=e^{i\theta}\) is an eigenvalue of the walk operator. One ancilla qubit then carries the amplitudes \(P(z)\) and \(Q(z)\), whose probabilities must sum to one at every phase:
\[ |P(z)|^2+|Q(z)|^2=1 ,\qquad |z|=1. \]
So \(|P|\le 1\) on the circle is necessary. It is also sufficient, with \(Q\) no longer than the circuit length \(d\) permits.

## The statement and its Lean terms

`exists_complementary` says: if \(P\) has degree at most \(d\) and \(|P(z)|\le1\) whenever \(|z|=1\), some \(Q\) of degree at most \(d\) satisfies the equation above on the whole circle. `exists_complementary_iff` adds the converse. \(P\) may touch modulus one, and \(d=0\) is allowed.

Polynomials are elements of `ℂ[X]`, with nonnegative powers of \(z\) only and no parity condition. An approximation with powers down to \(z^{-m}\), such as a truncated Fourier series of \(e^{-it\cos\theta}\) for time evolution, is first multiplied by \(z^m\), which leaves its modulus on the circle unchanged. The signal is any complex `z` with `‖z‖ = 1`, and the degree bound is `natDegree ≤ d`, where the zero polynomial has `natDegree` 0. The bound on \(P\) is assumed; a polynomial that violates it can be divided by its maximum modulus on the circle, which reduces the amplitude by the same factor. The theorem yields a pair of polynomials, and the step from that pair to a gate sequence with definite angles is separate. It also gives no numerical method for finding \(Q\).

## A nonnegative function as a polynomial

For \(F=\sum_k f_kX^k\) of degree at most \(N\), let \(F^{\#N}=\sum_k \bar f_k X^{N-k}\). If \(z\bar w=1\), then
\[ F^{\#N}(z)=z^N\,\overline{F(w)} . \]
On the circle \(w=z\). Hence \(F=X^d-P\,P^{\#d}\) satisfies
\[ F(z)=z^d\bigl(1-|P(z)|^2\bigr)=z^d|F(z)| . \]
It is enough to show that every \(F\) with \(F(z)=z^d|F(z)|\) on the circle has a \(Q\) of degree at most \(d\) with \(|Q|^2=|F|\) there. This goes by induction on \(d\).

## Roots in mirror pairs

Let \(N=\deg F\), taken as 0 if \(F=0\). On the circle \(\overline{F(z)}=z^{-d}|F(z)|\), so \(F(z)=z^{2d}\overline{F(z)}\). Multiplication by \(z^N\) gives
\[ X^N F=X^{2d}F^{\#N}, \]
an identity of polynomials, since both sides agree at infinitely many points.

For \(d=0\), the left side has degree \(2N\) if \(F\ne0\), and the right side at most \(N\). So \(F\) is a constant \(c\), and \(Q=\sqrt{|c|}\) works.

Now replace \(d\) by \(d+1\). \(F\) has a root \(a\): if \(N>0\) by the fundamental theorem of algebra, and if \(N=0\) because the identity at \(z=0\) gives \(F(0)=0\). Write \(F=(X-a)H\). If \(a=0\), set \(G=H\). Otherwise let \(b=1/\bar a\).

- If \(|a|\ne1\), the identity at \(b\) gives \(F(b)=0\). As \(b\ne a\), \(H(b)=0\).
- If \(|a|=1\), then \(b=a\). The function \(f(t)=(ae^{it})^{-(d+1)}F(ae^{it})=|F(ae^{it})|\) has a minimum at \(t=0\), so \(0=f'(0)=a^{-(d+1)}\,ia\,F'(a)\). Thus \(H(a)=F'(a)=0\).

Either way \(X-b=-b(1-\bar aX)\) divides \(H\), and
\[ F=(X-a)(1-\bar aX)\,G . \]

## Removing one pair

On the circle \((z-a)(1-\bar az)=z|z-a|^2\). The condition on \(F\) becomes
\[ z|z-a|^2G(z)=z^{d+1}|z-a|^2|G(z)| , \]
so \(G(z)=z^d|G(z)|\) for \(z\ne a\), and by continuity at \(z=a\) too. By induction \(|G|=|Q_0|^2\) on the circle with \(\deg Q_0\le d\), and \(Q=(X-a)Q_0\) has \(|Q|^2=|z-a|^2|G|=|F|\).

For the converse, \(|P|^2=1-|Q|^2\le1\).

```lean
import Mathlib

open Polynomial
open scoped ComplexConjugate

namespace ComplementaryPolynomial

noncomputable section

/-- Conjugate the coefficients of `F` and reverse their order within the degrees `0, ..., N`. -/
def conjReverse (N : ℕ) (F : ℂ[X]) : ℂ[X] := reflect N (F.map (starRingEnd ℂ))

/-- On the unit circle `F(z)` is `z ^ d` times a nonnegative real number. -/
def CircleNonneg (d : ℕ) (F : ℂ[X]) : Prop :=
  ∀ z : ℂ, ‖z‖ = 1 → F.eval z = z ^ d * (‖F.eval z‖ : ℂ)

/-- A phase times its complex conjugate is one. -/
theorem phase_mul_conj {z : ℂ} (hz : ‖z‖ = 1) : z * conj z = 1 := by
  rw [Complex.mul_conj, Complex.normSq_eq_norm_sq, hz]
  norm_num

/-- For `F` of degree at most `N`, the conjugate reversal at `z = 1 / conj w` is `z ^ N` times
the conjugate of `F(w)`. -/
theorem eval_conjReverse {N : ℕ} {F : ℂ[X]} (hF : F.natDegree ≤ N) {z w : ℂ}
    (hzw : z * conj w = 1) : (conjReverse N F).eval z = z ^ N * conj (F.eval w) := by
  let : Invertible (conj w) := ⟨z, hzw, by rw [mul_comm]; exact hzw⟩
  have h : (conjReverse N F).eval z * conj w ^ N = (F.map (starRingEnd ℂ)).eval (conj w) :=
    eval₂_reflect_mul_pow (RingHom.id ℂ) (conj w) N (F.map (starRingEnd ℂ))
      (natDegree_map_le.trans hF)
  rw [eval_map, eval₂_at_apply] at h
  have h1 : z ^ N * conj w ^ N = 1 := by rw [← mul_pow, hzw, one_pow]
  linear_combination z ^ N * h - (conjReverse N F).eval z * h1

/-- If `F(z) / z ^ d` is real and nonnegative on the circle, then `F` equals its own conjugate
reversal up to powers of the variable. -/
theorem reciprocity {d : ℕ} {F : ℂ[X]} (hF : CircleNonneg d F) :
    X ^ F.natDegree * F = X ^ (2 * d) * conjReverse F.natDegree F := by
  -- two polynomials that agree on the infinite unit circle are equal
  have hinf : {z : ℂ | ‖z‖ = 1}.Infinite := by
    refine Set.infinite_of_injOn_mapsTo (f := fun t : ℝ => Complex.exp (t * Complex.I))
      (s := Set.Icc 0 Real.pi) ?_ (fun t _ => Complex.norm_exp_ofReal_mul_I t)
      (Set.Icc_infinite Real.pi_pos)
    intro x hx y hy h
    have h' := congrArg Complex.re h
    simp only [Complex.exp_ofReal_mul_I_re] at h'
    exact Real.injOn_cos hx hy h'
  refine eq_of_infinite_eval_eq _ _ (hinf.mono fun z hz => ?_)
  have hz1 := phase_mul_conj hz
  have h := hF z hz
  have hc := congrArg (starRingEnd ℂ) h
  simp only [map_mul, map_pow, Complex.conj_ofReal] at hc
  have hd : z ^ d * conj z ^ d = 1 := by rw [← mul_pow, hz1, one_pow]
  show eval z _ = eval z _
  simp only [eval_mul, eval_pow, eval_X, eval_conjReverse (le_refl F.natDegree) hz1]
  linear_combination z ^ F.natDegree * h - z ^ (2 * d) * z ^ F.natDegree * hc
    - z ^ F.natDegree * z ^ d * (‖F.eval z‖ : ℂ) * hd

/-- If `F(z) / z ^ d` is real and nonnegative on the circle, the derivative of `F` vanishes at
every root of `F` on the circle. -/
theorem derivative_at_circle_root {d : ℕ} {F : ℂ[X]} (hF : CircleNonneg d F) {a : ℂ}
    (ha : ‖a‖ = 1) (ha0 : F.eval a = 0) : F.derivative.eval a = 0 := by
  have haa := phase_mul_conj ha
  have hE : HasDerivAt (fun t : ℂ => a * Complex.exp (t * Complex.I)) (a * Complex.I)
      ((0 : ℝ) : ℂ) :=
    ((hasDerivAt_mul_const Complex.I).cexp.const_mul a).congr_deriv (by simp)
  have hF1 : HasDerivAt (fun t : ℂ => F.eval (a * Complex.exp (t * Complex.I)))
      (F.derivative.eval a * (a * Complex.I)) ((0 : ℝ) : ℂ) := by
    have h := (F.hasDerivAt (a * Complex.exp (((0 : ℝ) : ℂ) * Complex.I))).comp
      ((0 : ℝ) : ℂ) hE
    refine h.congr_deriv ?_
    simp
  have hu : DifferentiableAt ℂ
      (fun t : ℂ => (conj a * Complex.exp (-(t * Complex.I))) ^ d) ((0 : ℝ) : ℂ) := by
    fun_prop
  have hval : ∀ t : ℝ, F.eval (a * Complex.exp (t * Complex.I)) *
      (conj a * Complex.exp (-(t * Complex.I))) ^ d =
      (‖F.eval (a * Complex.exp (t * Complex.I))‖ : ℂ) := by
    intro t
    have h := hF (a * Complex.exp (t * Complex.I))
      (by rw [norm_mul, ha, Complex.norm_exp_ofReal_mul_I, one_mul])
    have he : Complex.exp (t * Complex.I) * Complex.exp (-(t * Complex.I)) = 1 := by
      rw [← Complex.exp_add, add_neg_cancel, Complex.exp_zero]
    have hd : (a * Complex.exp (t * Complex.I)) ^ d *
        (conj a * Complex.exp (-(t * Complex.I))) ^ d = 1 := by
      rw [← mul_pow, mul_mul_mul_comm, haa, he, one_mul, one_pow]
    linear_combination (conj a * Complex.exp (-(t * Complex.I))) ^ d * h +
      (‖F.eval (a * Complex.exp (t * Complex.I))‖ : ℂ) * hd
  have h0 : F.eval (a * Complex.exp (((0 : ℝ) : ℂ) * Complex.I)) = 0 := by simpa using ha0
  -- the nonnegative function of the angle has a minimum at the root
  have key : ∀ c : ℂ, 0 ≤ c.re →
      (c * (F.derivative.eval a * (a * Complex.I) * conj a ^ d)).re = 0 := by
    intro c hc
    have hD : HasDerivAt (fun t : ℝ => (c * (F.eval (a * Complex.exp (t * Complex.I)) *
        (conj a * Complex.exp (-(t * Complex.I))) ^ d)).re)
        (c * (F.derivative.eval a * (a * Complex.I) * conj a ^ d)).re 0 := by
      have h := ((hF1.fun_mul hu.hasDerivAt).const_mul c).real_of_complex
      refine h.congr_deriv ?_
      simp [ha0]
    have hmin : IsLocalMin (fun t : ℝ => (c * (F.eval (a * Complex.exp (t * Complex.I)) *
        (conj a * Complex.exp (-(t * Complex.I))) ^ d)).re) 0 := by
      refine Filter.Eventually.of_forall fun t => ?_
      simp only [hval, h0, Complex.mul_re, Complex.ofReal_re, Complex.ofReal_im,
        mul_zero, zero_mul, sub_zero, Complex.zero_re]
      exact mul_nonneg hc (norm_nonneg _)
    exact hmin.hasDerivAt_eq_zero hD
  have hre := key 1 (by simp)
  have him := key Complex.I (by simp)
  rw [one_mul] at hre
  rw [Complex.I_mul_re, neg_eq_zero] at him
  by_contra hne
  exact mul_ne_zero (mul_ne_zero hne (mul_ne_zero (left_ne_zero_of_mul_eq_one haa)
    Complex.I_ne_zero)) (pow_ne_zero d (right_ne_zero_of_mul_eq_one haa))
    (Complex.ext hre him)

/-- If `F(z) / z ^ (d + 1)` is real and nonnegative on the circle, then for some complex number `a`
the polynomial `F` contains a factor `(X - a) (1 - conj a X)`. -/
theorem exists_root_pair {d : ℕ} {F : ℂ[X]} (hF : CircleNonneg (d + 1) F) :
    ∃ (a : ℂ) (G : ℂ[X]), F = (X - C a) * (1 - C (conj a) * X) * G := by
  have hroot : ∃ a, F.eval a = 0 := by
    by_cases hN : F.natDegree = 0
    · have h := congrArg (eval 0) (reciprocity hF)
      simp only [eval_mul, eval_pow, eval_X, hN, pow_zero, one_mul,
        zero_pow (show 2 * (d + 1) ≠ 0 by omega), zero_mul] at h
      exact ⟨0, h⟩
    · exact IsAlgClosed.exists_root F
        (fun h => hN (natDegree_eq_zero_iff_degree_le_zero.mpr h.le))
  obtain ⟨a, ha⟩ := hroot
  obtain ⟨H, hH⟩ := dvd_iff_isRoot.mpr ha
  by_cases h0 : a = 0
  · exact ⟨0, H, by simpa [h0] using hH⟩
  obtain ⟨b, hb⟩ : ∃ b : ℂ, b * conj a = 1 :=
    ⟨(conj a)⁻¹, inv_mul_cancel₀ (by simpa using h0)⟩
  -- the mirror point `b = 1 / conj a` is a root of the remaining factor
  have hHb : H.eval b = 0 := by
    by_cases haa : a * conj a = 1
    · have hn := congrArg norm haa
      rw [norm_mul, RCLike.norm_conj, norm_one] at hn
      have hd := derivative_at_circle_root hF (by nlinarith [norm_nonneg a]) ha
      rw [hH] at hd
      rw [mul_right_cancel₀ (right_ne_zero_of_mul_eq_one hb) (hb.trans haa.symm)]
      simpa [derivative_mul] using hd
    · have h := congrArg (eval b) (reciprocity hF)
      simp only [eval_mul, eval_pow, eval_X, eval_conjReverse (le_refl F.natDegree) hb, ha,
        map_zero, mul_zero] at h
      have hFb := (mul_eq_zero.mp h).resolve_left
        (pow_ne_zero _ (left_ne_zero_of_mul_eq_one hb))
      rw [hH, eval_mul, eval_sub, eval_X, eval_C] at hFb
      refine (mul_eq_zero.mp hFb).resolve_left fun hba => haa ?_
      rwa [sub_eq_zero.mp hba] at hb
  obtain ⟨G, hG⟩ := dvd_iff_isRoot.mpr hHb
  have hC : C b * C (conj a) = (1 : ℂ[X]) := by rw [← C_mul, hb, C_1]
  refine ⟨a, C (-b) * G, ?_⟩
  rw [hH, hG, C_neg]
  linear_combination -(X - C a) * G * X * hC

/-- At a point `z` of the unit circle, `(X - a) (1 - conj a X) G` has the value `z |z - a|² G(z)`.
-/
theorem eval_root_pair (a : ℂ) (G : ℂ[X]) {z : ℂ} (hz : ‖z‖ = 1) :
    ((X - C a) * (1 - C (conj a) * X) * G).eval z =
      z * ((‖z - a‖ ^ 2 : ℝ) : ℂ) * G.eval z := by
  have hs : (z - a) * conj (z - a) = ((‖z - a‖ ^ 2 : ℝ) : ℂ) := by
    rw [Complex.mul_conj, Complex.normSq_eq_norm_sq]
  rw [← hs, map_sub]
  simp only [eval_mul, eval_sub, eval_X, eval_C, eval_one]
  linear_combination -(z - a) * G.eval z * phase_mul_conj hz

/-- Dividing out a factor `(X - a) (1 - conj a X)` preserves nonnegativity on the circle and
lowers `d` by one. -/
theorem circleNonneg_quotient {d : ℕ} {a : ℂ} {G : ℂ[X]}
    (hF : CircleNonneg (d + 1) ((X - C a) * (1 - C (conj a) * X) * G)) :
    CircleNonneg d G := by
  have main : ∀ z : ℂ, ‖z‖ = 1 → z ≠ a → G.eval z = z ^ d * (‖G.eval z‖ : ℂ) := by
    intro z hz hza
    have h := hF z hz
    rw [eval_root_pair a G hz, norm_mul, norm_mul, hz, one_mul, Complex.norm_real,
      Real.norm_of_nonneg (sq_nonneg _), Complex.ofReal_mul] at h
    have hs : ((‖z - a‖ ^ 2 : ℝ) : ℂ) ≠ 0 :=
      Complex.ofReal_ne_zero.mpr (pow_ne_zero 2 (norm_ne_zero_iff.mpr (sub_ne_zero.mpr hza)))
    apply mul_left_cancel₀ (mul_ne_zero (left_ne_zero_of_mul_eq_one (phase_mul_conj hz)) hs)
    linear_combination h
  intro z hz
  by_cases hza : z = a
  · -- at the root itself, approach along the circle
    have hk : Continuous fun w : ℂ => G.eval w - w ^ d * (‖G.eval w‖ : ℂ) :=
      G.continuous.sub ((continuous_pow d).mul
        (Complex.continuous_ofReal.comp G.continuous.norm))
    have hp : Continuous fun t : ℝ => z * Complex.exp (t * Complex.I) := by fun_prop
    have hs : Set.Icc (0 : ℝ) 1 ⊆ {t : ℝ | (fun w : ℂ => G.eval w - w ^ d * (‖G.eval w‖ : ℂ))
        (z * Complex.exp (t * Complex.I)) = 0} := by
      rw [← closure_Ioo (by norm_num : (0 : ℝ) ≠ 1)]
      refine closure_minimal (fun t ht => ?_) (isClosed_eq (hk.comp hp) continuous_const)
      refine sub_eq_zero.mpr (main _
        (by rw [norm_mul, hz, Complex.norm_exp_ofReal_mul_I, one_mul]) fun h => ?_)
      have h1 : Complex.exp (t * Complex.I) = 1 :=
        mul_left_cancel₀ (left_ne_zero_of_mul_eq_one (phase_mul_conj hz))
          ((h.trans hza.symm).trans (mul_one z).symm)
      have h2 := congrArg Complex.im h1
      rw [Complex.exp_ofReal_mul_I_im, Complex.one_im] at h2
      have h3 := Real.sin_pos_of_pos_of_lt_pi ht.1 (by linarith [Real.pi_gt_three, ht.2])
      linarith
    have h := hs ⟨le_refl (0 : ℝ), zero_le_one⟩
    simp only [Set.mem_ofPred_eq, Complex.ofReal_zero, zero_mul, Complex.exp_zero,
      mul_one] at h
    exact sub_eq_zero.mp h
  · exact main z hz hza

/-- Fejér–Riesz factorisation: if `F(z) / z ^ d` is real and nonnegative on the circle, then
`|F|` is there the squared modulus of a polynomial of degree at most `d`. -/
theorem fejer_riesz {d : ℕ} {F : ℂ[X]} (hF : CircleNonneg d F) :
    ∃ Q : ℂ[X], Q.natDegree ≤ d ∧ ∀ z : ℂ, ‖z‖ = 1 → ‖Q.eval z‖ ^ 2 = ‖F.eval z‖ := by
  induction d generalizing F with
  | zero =>
    -- reciprocity forces `F` to be constant
    have hN : F.natDegree = 0 := by
      by_contra hN
      have hlt : F.natDegree < F.natDegree + F.natDegree := by omega
      have h := congrArg (fun p : ℂ[X] => p.coeff (F.natDegree + F.natDegree)) (reciprocity hF)
      simp only [mul_zero, pow_zero, one_mul] at h
      rw [coeff_X_pow_mul, conjReverse, coeff_reflect, revAt_eq_self_of_lt hlt, coeff_map,
        coeff_eq_zero_of_natDegree_lt hlt, map_zero] at h
      have h0 : F = 0 := leadingCoeff_eq_zero.mp h
      exact hN (by rw [h0, natDegree_zero])
    obtain ⟨c, rfl⟩ : ∃ c, F = C c := ⟨_, eq_C_of_natDegree_eq_zero hN⟩
    refine ⟨C ((Real.sqrt ‖c‖ : ℝ) : ℂ), (natDegree_C _).le, fun z _ => ?_⟩
    rw [eval_C, eval_C, Complex.norm_real, Real.norm_of_nonneg (Real.sqrt_nonneg _),
      Real.sq_sqrt (norm_nonneg _)]
  | succ d ih =>
    obtain ⟨a, G, rfl⟩ := exists_root_pair hF
    obtain ⟨Q, hQ, hQG⟩ := ih (circleNonneg_quotient hF)
    refine ⟨(X - C a) * Q, natDegree_mul_le.trans (by rw [natDegree_X_sub_C]; omega),
      fun z hz => ?_⟩
    rw [eval_root_pair a G hz, norm_mul, norm_mul, hz, one_mul, Complex.norm_real,
      Real.norm_of_nonneg (sq_nonneg _), ← hQG z hz, eval_mul, eval_sub, eval_X, eval_C,
      norm_mul, mul_pow]

/-- A polynomial `P` of degree at most `d` with `|P| ≤ 1` on the unit circle has a complementary
polynomial `Q` of degree at most `d`, with `|P|² + |Q|² = 1` on the whole circle. -/
theorem exists_complementary {d : ℕ} {P : ℂ[X]} (hP : P.natDegree ≤ d)
    (hb : ∀ z : ℂ, ‖z‖ = 1 → ‖P.eval z‖ ≤ 1) :
    ∃ Q : ℂ[X], Q.natDegree ≤ d ∧
      ∀ z : ℂ, ‖z‖ = 1 → ‖P.eval z‖ ^ 2 + ‖Q.eval z‖ ^ 2 = 1 := by
  -- `X ^ d - P P#` represents the missing probability `1 - |P|²`
  have hval : ∀ z : ℂ, ‖z‖ = 1 → (X ^ d - P * conjReverse d P).eval z =
      z ^ d * ((1 - ‖P.eval z‖ ^ 2 : ℝ) : ℂ) := by
    intro z hz
    have hp : P.eval z * conj (P.eval z) = ((‖P.eval z‖ ^ 2 : ℝ) : ℂ) := by
      rw [Complex.mul_conj, Complex.normSq_eq_norm_sq]
    simp only [eval_sub, eval_mul, eval_pow, eval_X, eval_conjReverse hP (phase_mul_conj hz)]
    rw [Complex.ofReal_sub, Complex.ofReal_one]
    linear_combination -z ^ d * hp
  have hnorm : ∀ z : ℂ, ‖z‖ = 1 →
      ‖(X ^ d - P * conjReverse d P).eval z‖ = 1 - ‖P.eval z‖ ^ 2 := by
    intro z hz
    have hnn : 0 ≤ 1 - ‖P.eval z‖ ^ 2 := by nlinarith [norm_nonneg (P.eval z), hb z hz]
    rw [hval z hz, norm_mul, norm_pow, hz, one_pow, one_mul, Complex.norm_real,
      Real.norm_of_nonneg hnn]
  obtain ⟨Q, hQ, h⟩ := fejer_riesz (d := d) (F := X ^ d - P * conjReverse d P)
    (fun z hz => by rw [hnorm z hz]; exact hval z hz)
  exact ⟨Q, hQ, fun z hz => by rw [h z hz, hnorm z hz]; ring⟩

/-- A polynomial of degree at most `d` has a complementary polynomial of degree at most `d`
exactly when its modulus is at most one on the unit circle. -/
theorem exists_complementary_iff {d : ℕ} {P : ℂ[X]} (hP : P.natDegree ≤ d) :
    (∃ Q : ℂ[X], Q.natDegree ≤ d ∧
      ∀ z : ℂ, ‖z‖ = 1 → ‖P.eval z‖ ^ 2 + ‖Q.eval z‖ ^ 2 = 1) ↔
      ∀ z : ℂ, ‖z‖ = 1 → ‖P.eval z‖ ≤ 1 := by
  refine ⟨?_, exists_complementary hP⟩
  rintro ⟨Q, -, h⟩ z hz
  nlinarith [h z hz, sq_nonneg ‖Q.eval z‖, norm_nonneg (P.eval z)]

end

end ComplementaryPolynomial
```

```lean
#print axioms ComplementaryPolynomial.exists_complementary_iff
```

```
'ComplementaryPolynomial.exists_complementary_iff' depends on axioms: [propext, Classical.choice, Quot.sound]
```

## The lemmas in order

`CircleNonneg d F` is the condition \(F(z)=z^d|F(z)|\), and `reciprocity` is the polynomial identity. `derivative_at_circle_root` treats the double root. Its auxiliary `key` takes the real part of \(c f(t)\): \(c=1\) and \(c=i\) show that the real and imaginary parts of \(f'(0)\) both vanish.

`exists_root_pair` makes the case distinction on \(a\), and `circleNonneg_quotient` cancels the pair, reaching \(z=a\) along an arc of the circle. `fejer_riesz` runs the induction, with `generalizing F` so that the hypothesis applies to \(G\). It gives existence of a factor and says nothing about where the factor's zeros lie. `exists_complementary` applies it to \(X^d-P\,P^{\#d}\). Most of the algebra on the circle is closed by `linear_combination` from \(z\bar z=1\).

## `reflect` with a chosen inverse

`conjReverse N F` conjugates the coefficients and applies Mathlib's `reflect N`, which exchanges the powers \(k\) and \(N-k\) for \(k\le N\). The explicit `N` matters because \(P\) may have degree below \(d\).

The evaluation lemma `eval₂_reflect_mul_pow` needs an `Invertible` instance, which carries a specific inverse as data. `eval_conjReverse` supplies `z` as the inverse of `conj w`, so the lemma speaks about `z` directly and no division appears. The same result then serves on the circle, with \(w=z\), and at mirror points, with \(w=a\) and \(z=b\).
